# A linearly rising electrostatic potential has no Dirac bound states on the half-line

## Equations and conventions

Take $\hbar=c=1$ and let $r\ge 0$. A one-dimensional Dirac particle of energy $E$, which includes the rest energy, has two real components $P$ and $Q$ with

$$P'=(E-V+M)\,Q,\qquad Q'=(M-E+V)\,P .$$

Here $V(r)$ is a vector potential in the sense of the time component of a four-vector, like an electrostatic energy; it is not a magnetic vector potential. The function $M(r)$ is the rest mass plus any scalar potential. The density is $\rho=P^2+Q^2$, and a bound state is a nonzero solution with integrable $\rho$ that also meets the boundary condition chosen at $r=0$. The claim below holds whatever that condition is. There is no $\kappa/r$ term, so these are not the radial equations of a three-dimensional atom.

**Claim.** Let $M=m\ge 0$ be constant. Suppose that from some $R\ge 0$ outward $V$ is differentiable and nondecreasing, with $V(R)>E+m$. Then every solution with integrable $\rho$ vanishes identically. In particular, $V=ar$ with $a>0$ and $m=1$ has no bound state at any real $E$.

The condition $V(R)>E+m$ says that beyond $R$ the energy lies below $V-m$, the upper edge of the locally shifted negative-energy continuum. The particle is not in a forbidden region there, and its density need not decay.

## Why the density cannot die out

The vector potential drops out of the derivative of the density:

$$\rho'=2PP'+2QQ'=2PQ\,[(E-V+M)+(M-E+V)]=4MPQ .$$

For $M=m$ this gives

$$(\rho\,e^{2mr})'=(4mPQ+2mP^2+2mQ^2)\,e^{2mr}=2m(P+Q)^2e^{2mr}\ge 0 ,$$

so $\rho(r)\ge\rho(s)\,e^{-2m(r-s)}$ for $r\ge s$. A density that is positive at one point is positive everywhere further out.

For $m>0$ this bound still permits exponential decay. To exclude it, define for $r\ge R$

$$k=\frac{V-E-m}{V-E+m},\qquad G=P^2+kQ^2 .$$

Numerator and denominator are positive and $m\ge 0$, so $0<k\le 1$. The quotient rule gives $k'=2mV'/(V-E+m)^2$. Since $k\,(V-E+m)=V-E-m$,

$$G'=2PQ\,[(E-V+m)+(V-E-m)]+k'Q^2=\frac{2mV'Q^2}{(V-E+m)^2}\ge 0 .$$

Now suppose $\rho(s)>0$ and put $T=\max(s,R)$. Then $\rho(T)>0$, and $c=G(T)\ge k(T)\rho(T)>0$. For $r\ge T$,

$$\rho(r)\ge G(r)\ge G(T)=c ,$$

so $\int\rho\,dr$ diverges. An integrable solution must therefore be zero. For $V=ar$ and $m=1$, the choice $R=\max(0,(E+2)/a)$ gives $V(R)\ge E+2>E+1$.

The outcome changes if the linear term is scalar: $M=1+ar$, $V=0$. At $E=0$ the equations become $P'=MQ$, $Q'=MP$, and $Q=-P$ reduces both to $P'=-(1+ar)P$. Hence $P=e^{-r-ar^2/2}$, and $\rho=2P^2\le 2P\le 2e^{-r}$ is integrable. Dividing $P$ and $Q$ by $\sqrt N$, with $N=2\int_0^\infty e^{-2r-ar^2}dr$, normalises the state, which is bound for the boundary condition $P(0)+Q(0)=0$.

For constant mass and the vector potential $ar$, a calculation in a finite basis of decaying functions, such as Gaussians, would still return normalisable eigenvectors, but none of them solves the equations exactly.

## The Dirac system in Lean

```lean
import Mathlib

open MeasureTheory Set

namespace DiracRisingPotential

noncomputable section
```

The structure `DiracSolution M V E P Q` holds the two equations. The functions are defined on all of `ℝ`, but only $r\ge 0$ is constrained. `HasDerivWithinAt … (Ici 0) r` is the derivative within $[0,\infty)$, which is one-sided at the origin. No boundary condition is imposed there, so the exclusion of bound states holds for all of them.

```lean
/-- The one-dimensional Dirac equations on the half-line `r ≥ 0` at energy `E`, with vector
potential `V` and position-dependent mass `M` (rest mass plus scalar potential). -/
structure DiracSolution (M V : ℝ → ℝ) (E : ℝ) (P Q : ℝ → ℝ) : Prop where
  upper : ∀ r ≥ 0, HasDerivWithinAt P ((E - V r + M r) * Q r) (Ici 0) r
  lower : ∀ r ≥ 0, HasDerivWithinAt Q ((M r - E + V r) * P r) (Ici 0) r
```

The next two definitions are $\rho$ and $G$.

```lean
/-- The probability density `P² + Q²`. -/
def density (P Q : ℝ → ℝ) (r : ℝ) : ℝ := P r ^ 2 + Q r ^ 2

/-- The weighted density `P² + (V - E - m) / (V - E + m) Q²`, for points where
`V - E + m` is not zero. -/
def kleinForm (m E : ℝ) (V P Q : ℝ → ℝ) (r : ℝ) : ℝ :=
  P r ^ 2 + (V r - E - m) / (V r - E + m) * Q r ^ 2
```

## Two monotone quantities

Both monotonicity arguments rest on one calculus fact, stated here for a half-line starting at `s`.

```lean
/-- A function with nonnegative derivative on a half-line is nondecreasing there. -/
theorem monotoneOn_halfLine {f f' : ℝ → ℝ} {s : ℝ}
    (h : ∀ x ≥ s, HasDerivWithinAt f (f' x) (Ici s) x) (h0 : ∀ x ≥ s, 0 ≤ f' x) :
    MonotoneOn f (Ici s) := by
  have hin : ∀ x ∈ interior (Ici s), x ∈ Ici s := fun x hx => interior_subset hx
  exact monotoneOn_of_hasDerivWithinAt_nonneg (f' := f') (convex_Ici s)
    (fun x hx => (h x hx).continuousWithinAt)
    (fun x hx => (h x (hin x hx)).mono interior_subset)
    (fun x hx => h0 x (hin x hx))
```

The power and sum rules then give $\rho'=4MPQ$, for any $M$ and $V$.

```lean
/-- For a solution of the Dirac equations, the density changes at the rate `4 M P Q`; the vector
potential drops out. -/
theorem density_hasDeriv {M V P Q : ℝ → ℝ} {E : ℝ} (h : DiracSolution M V E P Q)
    {r : ℝ} (hr : 0 ≤ r) :
    HasDerivWithinAt (density P Q) (4 * M r * P r * Q r) (Ici 0) r := by
  have h1 := ((h.upper r hr).fun_pow 2).fun_add ((h.lower r hr).fun_pow 2)
  exact h1.congr_deriv (by push_cast; ring)
```

The exponential bound follows the derivation above: `hmono` is the monotonicity of $\rho\,e^{2mr}$, and the closing `calc` multiplies by $e^{-2mr}$. It needs constant mass but nothing about the shape of $V$.

```lean
/-- For constant mass `m ≥ 0` and any vector potential, the density falls off outward no faster
than `exp (-2 m r)`. -/
theorem density_decay_bound {V P Q : ℝ → ℝ} {m E : ℝ} (hm : 0 ≤ m)
    (h : DiracSolution (fun _ => m) V E P Q) {s r : ℝ} (hs : 0 ≤ s) (hsr : s ≤ r) :
    density P Q s * Real.exp (-(2 * m * (r - s))) ≤ density P Q r := by
  -- the density times exp (2 m r) is nondecreasing
  have hmono : MonotoneOn (fun x => density P Q x * Real.exp (2 * m * x)) (Ici 0) := by
    apply monotoneOn_halfLine
      (f' := fun x => 2 * m * (P x + Q x) ^ 2 * Real.exp (2 * m * x))
    · intro x hx
      have he : HasDerivWithinAt (fun y => Real.exp (2 * m * y))
          (Real.exp (2 * m * x) * (2 * m * 1)) (Ici 0) x :=
        ((hasDerivAt_id' x).const_mul (2 * m)).exp.hasDerivWithinAt
      exact ((density_hasDeriv h hx).fun_mul he).congr_deriv (by unfold density; ring)
    · intro x _
      exact mul_nonneg (mul_nonneg (mul_nonneg zero_le_two hm) (sq_nonneg _))
        (Real.exp_pos _).le
  have h1 : density P Q s * Real.exp (2 * m * s) ≤ density P Q r * Real.exp (2 * m * r) :=
    hmono (mem_Ici.2 hs) (mem_Ici.2 (hs.trans hsr)) hsr
  have h2 : Real.exp (-(2 * m * (r - s)))
      = Real.exp (2 * m * s) * Real.exp (-(2 * m * r)) := by
    rw [← Real.exp_add]
    congr 1
    ring
  have h3 : Real.exp (2 * m * r) * Real.exp (-(2 * m * r)) = 1 := by
    rw [← Real.exp_add, add_neg_cancel, Real.exp_zero]
  calc density P Q s * Real.exp (-(2 * m * (r - s)))
      = density P Q s * Real.exp (2 * m * s) * Real.exp (-(2 * m * r)) := by
        rw [h2, ← mul_assoc]
    _ ≤ density P Q r * Real.exp (2 * m * r) * Real.exp (-(2 * m * r)) :=
        mul_le_mul_of_nonneg_right h1 (Real.exp_pos _).le
    _ = density P Q r := by rw [mul_assoc, h3, mul_one]
```

For $G$, the slope of $V$ is a separate function `V'`, assumed nonnegative from `R` outward. In the proof `hw` is the derivative of $k$, and `hc` is the identity $k\,(V-E+m)=V-E-m$. Adding $2PQ$ times that identity, in the `linear_combination` step, cancels the mixed terms.

```lean
/-- Let the mass be constant, `m ≥ 0`, and let `V` be differentiable and nondecreasing from `R ≥ 0`
outward with `V R > E + m`. Then the weighted density `kleinForm` of a solution is nondecreasing
from `R` outward. -/
theorem kleinForm_monotone {V V' P Q : ℝ → ℝ} {m E R : ℝ} (hm : 0 ≤ m) (hR : 0 ≤ R)
    (h : DiracSolution (fun _ => m) V E P Q)
    (hV : ∀ r ≥ R, HasDerivWithinAt V (V' r) (Ici R) r) (hV' : ∀ r ≥ R, 0 ≤ V' r)
    (hE : E + m < V R) : MonotoneOn (kleinForm m E V P Q) (Ici R) := by
  apply monotoneOn_halfLine
    (f' := fun x => 2 * m * V' x * Q x ^ 2 / (V x - E + m) ^ 2)
  · intro x hx
    have hVx : V R ≤ V x := monotoneOn_halfLine hV hV' (mem_Ici.2 le_rfl) (mem_Ici.2 hx) hx
    have hne : V x - E + m ≠ 0 := by
      have : 0 < V x - E + m := by linarith
      exact this.ne'
    have hsub : Ici R ⊆ Ici (0 : ℝ) := Ici_subset_Ici.2 hR
    have hP := (h.upper x (hR.trans hx)).mono hsub
    have hQ := (h.lower x (hR.trans hx)).mono hsub
    have hn : HasDerivWithinAt (fun y => V y - E - m) (V' x) (Ici R) x :=
      ((hV x hx).sub_const E).sub_const m
    have hd : HasDerivWithinAt (fun y => V y - E + m) (V' x) (Ici R) x :=
      ((hV x hx).sub_const E).add_const m

    have hw : HasDerivWithinAt (fun y => (V y - E - m) / (V y - E + m))
        (2 * m * V' x / (V x - E + m) ^ 2) (Ici R) x :=
      (hn.fun_div hd hne).congr_deriv (by ring)
    have hc : (V x - E - m) / (V x - E + m) * (V x - E + m) = V x - E - m :=
      div_mul_cancel₀ _ hne
    -- the terms in P Q cancel and only the slope of V survives
    have h1 := (hP.fun_pow 2).fun_add (hw.fun_mul (hQ.fun_pow 2))
    refine h1.congr_deriv ?_
    push_cast
    linear_combination (2 * P x * Q x) * hc
  · intro x hx
    exact div_nonneg (mul_nonneg (mul_nonneg (mul_nonneg zero_le_two hm) (hV' x hx))
      (sq_nonneg _)) (sq_nonneg _)
```

## From a constant tail to the zero solution

The constant $c$ is `kleinForm` at `max s R`. The bounds `hk0` and `hk1` say $0<k\le 1$. Once the quotient has been replaced by a single letter `k`, both $G(T)>0$ and $G\le\rho$ are linear consequences of the listed products.

```lean
/-- For constant mass `m ≥ 0` and `V` differentiable and nondecreasing from `R ≥ 0` outward with
`V R > E + m`, a solution that is nonzero at some point `s ≥ 0` has a density that stays above a
fixed positive value at all large distances. -/
theorem density_tail_bound {V V' P Q : ℝ → ℝ} {m E R s : ℝ} (hm : 0 ≤ m) (hR : 0 ≤ R)
    (h : DiracSolution (fun _ => m) V E P Q)
    (hV : ∀ r ≥ R, HasDerivWithinAt V (V' r) (Ici R) r) (hV' : ∀ r ≥ R, 0 ≤ V' r)
    (hE : E + m < V R) (hs : 0 ≤ s) (hpos : 0 < density P Q s) :
    ∃ c > 0, ∃ T ≥ 0, ∀ r ≥ T, c ≤ density P Q r := by
  have hVR : ∀ r ≥ R, V R ≤ V r := fun r hr =>
    monotoneOn_halfLine hV hV' (mem_Ici.2 le_rfl) (mem_Ici.2 hr) hr
  have hRT : R ≤ max s R := le_max_right s R
  have hT : 0 < density P Q (max s R) :=
    lt_of_lt_of_le (mul_pos hpos (Real.exp_pos _))
      (density_decay_bound hm h hs (le_max_left s R))
  -- the weight of Q² lies between 0 and 1
  have hk1 : ∀ r ≥ R, (V r - E - m) / (V r - E + m) ≤ 1 := by
    intro r hr
    have := hVR r hr
    rw [div_le_one (by linarith)]
    linarith
  have hk0 : 0 < (V (max s R) - E - m) / (V (max s R) - E + m) := by
    have := hVR _ hRT
    exact div_pos (by linarith) (by linarith)
  refine ⟨kleinForm m E V P Q (max s R), ?_, max s R, hR.trans hRT, ?_⟩
  · have h1 := mul_pos hk0 hT
    have h2 := mul_nonneg (sub_nonneg.2 (hk1 _ hRT)) (sq_nonneg (P (max s R)))
    unfold density at h1
    unfold kleinForm
    generalize (V (max s R) - E - m) / (V (max s R) - E + m) = k at h1 h2 ⊢
    linarith only [h1, h2]
  · intro r hr
    have hRr : R ≤ r := hRT.trans hr
    have h1 := kleinForm_monotone hm hR h hV hV' hE (mem_Ici.2 hRT) (mem_Ici.2 hRr) hr
    have h2 := mul_nonneg (sub_nonneg.2 (hk1 r hRr)) (sq_nonneg (Q r))
    refine h1.trans ?_
    unfold kleinForm density
    generalize (V r - E - m) / (V r - E + m) = k at h2 ⊢
    linarith only [h2]
```

The theorem takes `IntegrableOn (density P Q) (Ici 0)`, a finite Lebesgue integral of $\rho$, and concludes that both components vanish at every $r\ge 0$. If they did not, the constant `c` would be dominated by an integrable function on $[T,\infty)$, whose length is infinite.

```lean
/-- No bound states: for constant mass `m ≥ 0` and a vector potential that is differentiable and
nondecreasing from `R ≥ 0` outward with `V R > E + m`, a solution with integrable density is
identically zero. -/
theorem no_bound_state {V V' P Q : ℝ → ℝ} {m E R : ℝ} (hm : 0 ≤ m) (hR : 0 ≤ R)
    (h : DiracSolution (fun _ => m) V E P Q)
    (hV : ∀ r ≥ R, HasDerivWithinAt V (V' r) (Ici R) r) (hV' : ∀ r ≥ R, 0 ≤ V' r)
    (hE : E + m < V R) (hint : IntegrableOn (density P Q) (Ici 0)) :
    ∀ r ≥ 0, P r = 0 ∧ Q r = 0 := by
  intro r hr
  by_contra hne
  have hpos : 0 < density P Q r := by
    by_contra hle
    unfold density at hle
    have hle' := not_lt.1 hle
    have hp := sq_nonneg (P r)
    have hq := sq_nonneg (Q r)
    exact hne ⟨(pow_eq_zero_iff two_ne_zero).1 (by linarith),
      (pow_eq_zero_iff two_ne_zero).1 (by linarith)⟩
  obtain ⟨c, hc, T, hT, hb⟩ := density_tail_bound hm hR h hV hV' hE hr hpos
  -- a positive constant would be integrable on a half-line
  have hconst : IntegrableOn (fun _ : ℝ => c) (Ici T) := by
    refine Integrable.mono' (hint.mono_set (Ici_subset_Ici.2 hT)) aestronglyMeasurable_const ?_
    refine (ae_restrict_iff' measurableSet_Ici).2 (Filter.Eventually.of_forall fun x hx => ?_)
    rw [Real.norm_of_nonneg hc.le]
    exact hb x hx
  have hfin : (∫⁻ _x : ℝ in Ici T, ENNReal.ofReal c) < ⊤ := hconst.lintegral_lt_top
  rw [lintegral_const, Measure.restrict_apply_univ, Real.volume_Ici,
    ENNReal.mul_top (ENNReal.ofReal_pos.2 hc).ne'] at hfin
  exact lt_irrefl _ hfin
```

The linear case writes out the equations and the density in full. Its proof supplies the slope $a$ and the radius $R$ chosen above.

```lean
/-- A Dirac particle of unit mass in the linear vector potential `a r` with `a > 0` has no
nonzero solution with integrable density, at any real energy `E`. -/
theorem no_bound_state_linear {P Q : ℝ → ℝ} {a E : ℝ} (ha : 0 < a)
    (hP : ∀ r ≥ 0, HasDerivWithinAt P ((E - a * r + 1) * Q r) (Ici 0) r)
    (hQ : ∀ r ≥ 0, HasDerivWithinAt Q ((1 - E + a * r) * P r) (Ici 0) r)
    (hint : IntegrableOn (fun r => P r ^ 2 + Q r ^ 2) (Ici 0)) :
    ∀ r ≥ 0, P r = 0 ∧ Q r = 0 := by
  have hsol : DiracSolution (fun _ => 1) (fun r => a * r) E P Q := ⟨hP, hQ⟩
  refine no_bound_state (V' := fun _ => a) (R := max 0 ((E + 2) / a)) zero_le_one
    (le_max_left _ _) hsol ?_ (fun _ _ => ha.le) ?_ hint
  · intro r _
    exact ((hasDerivAt_id' r).const_mul a).hasDerivWithinAt.congr_deriv (mul_one a)
  · have h1 : (E + 2) / a ≤ max 0 ((E + 2) / a) := le_max_right _ _
    rw [div_le_iff₀ ha] at h1
    change E + 1 < a * max 0 ((E + 2) / a)
    linarith
```

## The same linear term as a scalar potential

The profile is the unnormalised $P$.

```lean
/-- The profile `exp (-r - a r² / 2)`. -/
def scalarProfile (a r : ℝ) : ℝ := Real.exp (-(r + a * r ^ 2 / 2))
```

The theorem states that the pair $(P,-P)$ solves the equations and has integrable density. The proof differentiates the exponential and compares $\rho$ with $2e^{-r}$. The solution has $P(0)=-Q(0)\neq 0$, so it is a bound state for the boundary condition $P(0)+Q(0)=0$, and not for $P(0)=0$.

```lean
/-- If the linear potential `a r`, `a > 0`, is instead a scalar one, added to the unit mass, then
`P = exp (-r - a r² / 2)`, `Q = -P` is a solution at `E = 0` with integrable density. -/
theorem scalar_linear_bound_state {a : ℝ} (ha : 0 < a) :
    DiracSolution (fun r => 1 + a * r) (fun _ => 0) 0
      (scalarProfile a) (fun r => -scalarProfile a r) ∧
    IntegrableOn (density (scalarProfile a) (fun r => -scalarProfile a r)) (Ici 0) := by
  have hder : ∀ r : ℝ, HasDerivAt (scalarProfile a) (-(1 + a * r) * scalarProfile a r) r := by
    intro r
    have h1 := ((hasDerivAt_id' r).fun_add
      ((((hasDerivAt_id' r).fun_pow 2).const_mul a).div_const 2)).fun_neg.exp
    exact h1.congr_deriv (by unfold scalarProfile; push_cast; ring)
  refine ⟨⟨fun r _ => ?_, fun r _ => ?_⟩, ?_⟩
  · exact (hder r).hasDerivWithinAt.congr_deriv (by ring)
  · exact (hder r).fun_neg.hasDerivWithinAt.congr_deriv (by ring)
  · -- compare the density with 2 exp (-r)
    have hexp : IntegrableOn (fun r : ℝ => 2 * Real.exp (-1 * r)) (Ici 0) :=
      Integrable.const_mul ((exp_neg_integrableOn_Ioi (-1) one_pos).mono_set
        (fun x hx => lt_of_lt_of_le neg_one_lt_zero (mem_Ici.1 hx))) 2
    have hp : Continuous (scalarProfile a) :=
      continuous_iff_continuousAt.2 fun r => (hder r).continuousAt
    have hcont : Continuous (density (scalarProfile a) (fun r => -scalarProfile a r)) :=
      (hp.pow 2).add (hp.neg.pow 2)
    refine Integrable.mono' hexp hcont.aestronglyMeasurable ?_
    refine (ae_restrict_iff' measurableSet_Ici).2 (Filter.Eventually.of_forall fun r hr => ?_)
    have hr0 : 0 ≤ r := hr
    have hq : 0 ≤ a * r ^ 2 / 2 :=
      div_nonneg (mul_nonneg ha.le (sq_nonneg r)) zero_le_two
    have h0 : 0 < scalarProfile a r := Real.exp_pos _
    have h1 : scalarProfile a r ≤ 1 := Real.exp_le_one_iff.2 (by linarith)
    have h2 : scalarProfile a r ≤ Real.exp (-1 * r) := Real.exp_le_exp.2 (by linarith)
    have h3 : 0 ≤ density (scalarProfile a) (fun r => -scalarProfile a r) r := by
      unfold density
      exact add_nonneg (sq_nonneg _) (sq_nonneg _)
    have h4 := mul_nonneg h0.le (sub_nonneg.2 h1)
    rw [Real.norm_of_nonneg h3]
    change scalarProfile a r ^ 2 + (-scalarProfile a r) ^ 2 ≤ 2 * Real.exp (-1 * r)
    linarith only [h2, h4]

end

end DiracRisingPotential
```

```lean
#print axioms DiracRisingPotential.no_bound_state_linear
#print axioms DiracRisingPotential.scalar_linear_bound_state
```

```
'DiracRisingPotential.no_bound_state_linear' depends on axioms: [propext, Classical.choice, Quot.sound]
'DiracRisingPotential.scalar_linear_bound_state' depends on axioms: [propext, Classical.choice, Quot.sound]
```
